# The number of walks on a finite chain as a sum over its standing waves

The sites are $0,1,\dots,k$, where $k\ge 0$ is a natural number, and each step of a walk goes to a neighbouring site.

```lean
import Mathlib

open Finset

namespace RestrictedWalkVerlinde

noncomputable section
```

`chain k` is a graph on `Fin (k + 1)`, a type with $k+1$ elements. `SimpleGraph.fromRel` makes the relation $a+1=b$ symmetric, so steps go both ways. No site is its own neighbour, so a walk cannot stay put for a step.

```lean
/-- The chain of sites `0, 1, ..., k`, with an edge between consecutive sites. -/
def chain (k : ℕ) : SimpleGraph (Fin (k + 1)) :=
  SimpleGraph.fromRel (fun a b => a.val + 1 = b.val)

instance (k : ℕ) : DecidableRel (chain k).Adj := fun _ _ => Classical.propDecidable _
```

Write $W_N(a,b)$ for the number of walks of exactly $N$ steps from $a$ to $b$. In Lean it is the cardinality of a type of graph walks, so no matrix enters the definition.

```lean
/-- The number of `N`-step nearest-neighbour walks from `a` to `b` inside `{0, ..., k}`. -/
def walkCount (k N : ℕ) (a b : Fin (k + 1)) : ℕ :=
  Nat.card {p : (chain k).Walk a b // p.length = N}
```

The angles are $t_j=\pi j/(k+2)$.

```lean
/-- The quantised angle `t_j = π j / (k + 2)`. -/
def angle (k j : ℕ) : ℝ := Real.pi * j / (k + 2)
```

Finally, let $S_{al}=\sqrt{2/(k+2)}\,\sin((a+1)\,t_{l+1})$. This is the modular matrix of $SU(2)$ at level $k$, entered here as an explicit formula and not derived from a conformal field theory. Its indices are arbitrary natural numbers, so $S_{1l}$ makes sense even for $k=0$, where 1 is not a site.

```lean
/-- The matrix `S_{al} = √(2/(k+2)) sin((a+1)(l+1)π/(k+2))`. -/
def modularS (k a l : ℕ) : ℝ :=
  √(2 / ((k : ℝ) + 2)) * Real.sin (((a : ℝ) + 1) * angle k (l + 1))
```

If site $m$ stands for total spin $m/2$, a walk from 0 records the successive coupling of $N$ spins ½ with every intermediate spin at most $k/2$. For $k\ge N$ the ceiling has no effect, and $W_N(0,m)$ is the number of independent spin eigenfunctions with total spin $m/2$ and a given $z$ component.

**(a)** Let $A_{cd}=1$ if $c$ and $d$ are neighbours and $0$ otherwise. Show that

$$W_N(a,b)=(A^N)_{ab}.$$

*Solution.* Written out, $(A^N)_{ab}$ is a sum over intermediate sites of products $A_{ac_1}A_{c_1c_2}\cdots A_{c_{N-1}b}$. A product is 1 if the sites form a walk and 0 otherwise. For $N=0$ the identity matrix counts the empty walk. Mathlib has this fact for every finite graph, and the proof cites it.

```lean
/-- The number of `N`-step walks is an entry of the `N`-th power of the hopping matrix. -/
theorem walkCount_eq_pow (k N : ℕ) (a b : Fin (k + 1)) :
    (walkCount k N a b : ℝ) = ((chain k).adjMatrix ℝ ^ N) a b := by
  rw [SimpleGraph.adjMatrix_pow_apply_eq_card_walk, ← Nat.card_eq_fintype_card]
  rfl
```

$A$ is also the hopping matrix of one non-interacting particle on an open chain, as in Hückel theory for a linear polyene, in units of the hopping energy. The walk counts are the matrix elements of its powers.

**(b)** Let $t$ be real with $\sin((k+2)t)=0$. Show that

$$\sum_{c=0}^{k}\sin((c+1)t)\,A_{cb}=2\cos t\,\sin((b+1)t).$$

*Solution.* The neighbours of $b$ contribute $\sin(bt)+\sin((b+2)t)$. At $b=0$ the lower neighbour is missing, but its term would be $\sin 0=0$. At $b=k$ the upper one is missing, and its term vanishes by the hypothesis, which places a node just beyond the chain. The addition formulas for $(b+1)t\pm t$ give the right-hand side.

In the proof, `h3` splits the sum into the two neighbours, and `h1` and `h2` evaluate them, ends included.

```lean
/-- If `sin((k+2)t) = 0`, the hopping matrix multiplies the wave `sin((c+1)t)` by `2 cos t`. -/
theorem standing_wave (k : ℕ) (b : Fin (k + 1)) (t : ℝ)
    (ht : Real.sin (((k : ℝ) + 2) * t) = 0) :
    ∑ c : Fin (k + 1), Real.sin (((c.val : ℝ) + 1) * t) * (chain k).adjMatrix ℝ c b
      = 2 * Real.cos t * Real.sin (((b.val : ℝ) + 1) * t) := by
  obtain ⟨b, hb⟩ := b
  -- the neighbour below; for `b = 0` the wave has a node there
  have h1 : ∑ c ∈ range (k + 1), (if c + 1 = b then Real.sin (((c : ℝ) + 1) * t) else 0)
      = Real.sin ((b : ℝ) * t) := by
    rcases b with _ | b
    · simp
    · rw [Finset.sum_eq_single b]
      · simp
      · intro c _ hc
        rw [if_neg (by omega)]
      · intro h
        exact absurd (Finset.mem_range.mpr (by omega)) h
  -- the neighbour above; for `b = k` the wave has a node there
  have h2 : ∑ c ∈ range (k + 1), (if c = b + 1 then Real.sin (((c : ℝ) + 1) * t) else 0)
      = Real.sin (((b : ℝ) + 1 + 1) * t) := by
    by_cases hbk : b + 1 < k + 1
    · rw [Finset.sum_eq_single (b + 1)]
      · simp
      · intro c _ hc
        rw [if_neg hc]
      · intro h
        exact absurd (Finset.mem_range.mpr hbk) h
    · have hk : b = k := by omega
      subst hk
      rw [show ((b : ℝ) + 1 + 1) * t = ((b : ℝ) + 2) * t by ring, ht]
      refine Finset.sum_eq_zero fun c hc => ?_
      have := Finset.mem_range.mp hc
      rw [if_neg (by omega)]
  have h3 : ∀ c : Fin (k + 1),
      Real.sin (((c.val : ℝ) + 1) * t) * (chain k).adjMatrix ℝ c ⟨b, hb⟩
      = (if c.val + 1 = b then Real.sin (((c.val : ℝ) + 1) * t) else 0)
        + (if c.val = b + 1 then Real.sin (((c.val : ℝ) + 1) * t) else 0) := by
    intro c
    have hadj : (chain k).Adj c ⟨b, hb⟩ ↔ (c.val + 1 = b ∨ c.val = b + 1) := by
      simp only [chain, SimpleGraph.fromRel_adj, ne_eq, Fin.ext_iff]
      omega
    rw [SimpleGraph.adjMatrix_apply]
    by_cases p : c.val + 1 = b
    · rw [if_pos (hadj.mpr (Or.inl p)), if_pos p, if_neg (by omega)]
      ring
    · by_cases q : c.val = b + 1
      · rw [if_pos (hadj.mpr (Or.inr q)), if_neg p, if_pos q]
        ring
      · rw [if_neg (fun h => (hadj.mp h).elim p q), if_neg p, if_neg q]
        ring
  rw [Finset.sum_congr rfl (fun c _ => h3 c), Finset.sum_add_distrib,
    Fin.sum_univ_eq_sum_range
      (fun c : ℕ => if c + 1 = b then Real.sin (((c : ℝ) + 1) * t) else 0) (k + 1),
    Fin.sum_univ_eq_sum_range
      (fun c : ℕ => if c = b + 1 then Real.sin (((c : ℝ) + 1) * t) else 0) (k + 1), h1, h2,
    show (b : ℝ) * t = ((b : ℝ) + 1) * t - t by ring,
    show ((b : ℝ) + 1 + 1) * t = ((b : ℝ) + 1) * t + t by ring, Real.sin_sub, Real.sin_add]
  ring
```

**(c)** For a natural number $p$ with $0<p<2(k+2)$, show that

$$\sum_{j=0}^{k+1}\cos(p\,t_j)=\frac{1-(-1)^p}{2}.$$

*Solution.* Put $x=\pi p/(k+2)$, so that $p\,t_j=jx$. Since
$$2\sin\tfrac x2\cos(jx)=\sin((j+\tfrac12)x)-\sin((j-\tfrac12)x),$$
the sum telescopes:
$$2\sin\tfrac x2\sum_{j=0}^{k+1}\cos(jx)=\sin(p\pi-\tfrac x2)+\sin\tfrac x2=(1-(-1)^p)\sin\tfrac x2.$$
The bounds on $p$ give $0<x/2<\pi$, so $\sin(x/2)>0$ can be divided out. The telescoping is `tel`, proved by induction on the number of terms.

```lean
/-- For `0 < p < 2(k+2)` the cosines `cos(p t_j)`, `j = 0, ..., k+1`, sum to `0` for even `p`
and to `1` for odd `p`. -/
theorem cos_sum (k p : ℕ) (hp : 0 < p) (hpk : p < 2 * (k + 2)) :
    ∑ j ∈ range (k + 2), Real.cos ((p : ℝ) * angle k j) = (1 - (-1) ^ p) / 2 := by
  -- telescoping after multiplication by `2 sin(x/2)`
  have tel : ∀ (x : ℝ) (n : ℕ), 2 * Real.sin (x / 2) * ∑ j ∈ range n, Real.cos ((j : ℝ) * x)
      = Real.sin ((n : ℝ) * x - x / 2) + Real.sin (x / 2) := by
    intro x n
    induction n with
    | zero => simp
    | succ n ih =>
      rw [Finset.sum_range_succ, mul_add, ih]
      push_cast
      rw [show ((n : ℝ) + 1) * x - x / 2 = (n : ℝ) * x + x / 2 by ring,
        Real.sin_sub, Real.sin_add]
      ring
  have hk : (0 : ℝ) < (k : ℝ) + 2 := by positivity
  have hp' : (0 : ℝ) < p := by exact_mod_cast hp
  have hpk' : (p : ℝ) < 2 * ((k : ℝ) + 2) := by exact_mod_cast hpk
  have hpi := Real.pi_pos
  set x : ℝ := Real.pi * p / ((k : ℝ) + 2) with hx
  have hs : 0 < Real.sin (x / 2) := by
    apply Real.sin_pos_of_pos_of_lt_pi
    · positivity
    · have : x < 2 * Real.pi := by
        rw [hx, div_lt_iff₀ hk]
        nlinarith
      linarith
  have h := tel x (k + 2)
  have hn : ((k + 2 : ℕ) : ℝ) * x = (p : ℝ) * Real.pi := by
    rw [hx]
    push_cast
    field_simp
  rw [hn, Real.sin_sub, Real.sin_nat_mul_pi, Real.cos_nat_mul_pi] at h
  have hc : ∑ j ∈ range (k + 2), Real.cos ((p : ℝ) * angle k j)
      = ∑ j ∈ range (k + 2), Real.cos ((j : ℝ) * x) := by
    refine Finset.sum_congr rfl fun j _ => ?_
    congr 1
    rw [hx, angle]
    ring
  rw [hc]
  apply mul_left_cancel₀ (mul_pos two_pos hs).ne'
  rw [h]
  ring
```

**(d)** For $a,b\le k$, show that

$$\frac{2}{k+2}\sum_{j=1}^{k+1}\sin((a+1)t_j)\sin((b+1)t_j)=\delta_{ab}.$$

*Solution.* By symmetry take $a=b+d$ with $d\ge0$. Each product equals
$$\tfrac12\left[\cos(d\,t_j)-\cos((d+2b+2)t_j)\right],$$
and the term $j=0$ is zero, so it may be added. The numbers $d$ and $d+2b+2$ have the same parity, and the second lies within the bounds of (c). If $d>0$, both cosine sums have the same value and cancel. If $d=0$, the first is $k+2$ and the second is 0, so the sum of products is $(k+2)/2$.

The sum runs over the waves at two fixed sites, so this is their completeness relation. Since $(a+1)t_j=j\,t_{a+1}$, site and wave numbers can be exchanged, and the same identity says that the waves are orthonormal once each carries the factor $\sqrt{2/(k+2)}$. In the proof, `key` treats $a=b+d$, and the last lines exchange $a$ and $b$.

```lean
/-- For `a, b ≤ k`, the products `sin((a+1)t_j) sin((b+1)t_j)`, summed over `j = 1, ..., k+1` and
multiplied by `2/(k+2)`, give `1` if `a = b` and `0` otherwise. -/
theorem orthogonality (k a b : ℕ) (ha : a ≤ k) (hb : b ≤ k) :
    2 / ((k : ℝ) + 2) * ∑ j ∈ Icc 1 (k + 1),
      Real.sin (((a : ℝ) + 1) * angle k j) * Real.sin (((b : ℝ) + 1) * angle k j)
      = if a = b then (1 : ℝ) else 0 := by
  have key : ∀ b d : ℕ, b + d ≤ k → 2 / ((k : ℝ) + 2) * ∑ j ∈ Icc 1 (k + 1),
      Real.sin ((((b + d : ℕ) : ℝ) + 1) * angle k j) * Real.sin (((b : ℝ) + 1) * angle k j)
      = if d = 0 then (1 : ℝ) else 0 := by
    intro b d hd
    -- product to sum; the term `j = 0` vanishes and may be added
    have hs : ∑ j ∈ Icc 1 (k + 1),
        Real.sin ((((b + d : ℕ) : ℝ) + 1) * angle k j) * Real.sin (((b : ℝ) + 1) * angle k j)
        = (∑ j ∈ range (k + 2), Real.cos ((d : ℝ) * angle k j)
          - ∑ j ∈ range (k + 2), Real.cos (((d + 2 * b + 2 : ℕ) : ℝ) * angle k j)) / 2 := by
      rw [← Finset.sum_sub_distrib, Finset.sum_div]
      refine (Finset.sum_subset (fun j hj => ?_) (fun j hj hj' => ?_)).trans
        (Finset.sum_congr rfl fun j _ => ?_)
      · simp only [Finset.mem_Icc, Finset.mem_range] at hj ⊢
        omega
      · have h0 : j = 0 := by
          simp only [Finset.mem_Icc, Finset.mem_range] at hj hj'
          omega
        subst h0
        simp [angle]
      · push_cast
        rw [show (d : ℝ) * angle k j
            = ((b : ℝ) + d + 1) * angle k j - ((b : ℝ) + 1) * angle k j by ring,
          show ((d : ℝ) + 2 * b + 2) * angle k j
            = ((b : ℝ) + d + 1) * angle k j + ((b : ℝ) + 1) * angle k j by ring,
          Real.cos_sub, Real.cos_add]
        ring
    have hpar : (-1 : ℝ) ^ (d + 2 * b + 2) = (-1) ^ d := by
      rw [show d + 2 * b + 2 = d + 2 * (b + 1) by ring, pow_add, pow_mul]
      simp
    rw [hs, cos_sum k (d + 2 * b + 2) (by omega) (by omega), hpar]
    have hk : (k : ℝ) + 2 ≠ 0 := by positivity
    rcases Nat.eq_zero_or_pos d with h | h
    · subst h
      have h1 : ∑ j ∈ range (k + 2), Real.cos (((0 : ℕ) : ℝ) * angle k j) = (k : ℝ) + 2 := by
        simp
      rw [h1, if_pos rfl, pow_zero]
      field_simp
      ring
    · rw [cos_sum k d h (by omega), if_neg (by omega)]
      ring
  rcases le_total b a with h | h
  · obtain ⟨d, rfl⟩ := Nat.exists_eq_add_of_le h
    rw [key b d ha]
    simp
  · obtain ⟨d, rfl⟩ := Nat.exists_eq_add_of_le h
    refine Eq.trans ?_ ((key a d hb).trans ?_)
    · congr 1
      exact Finset.sum_congr rfl fun j _ => mul_comm _ _
    · simp
```

**(e)** Show that for all sites $a,b$ and all $N\ge0$

$$W_N(a,b)=\frac{2}{k+2}\sum_{j=1}^{k+1}\sin((a+1)t_j)\sin((b+1)t_j)\,(2\cos t_j)^N.$$

*Solution.* Use (a) and induction on $N$. For $N=0$ every power is 1, also where $\cos t_j=0$, and the claim is (d). For the step, write $(A^{N+1})_{ab}=\sum_c(A^N)_{ac}A_{cb}$, insert the formula for $N$ and exchange the sums. Since $(k+2)t_j=\pi j$, part (b) applies (`node`), and each wave gains a factor $2\cos t_j$.

```lean
/-- The number of `N`-step walks from `a` to `b` inside `{0, ..., k}` as a sum over the
standing waves of the chain. -/
theorem walkCount_eq_sum (k N : ℕ) (a b : Fin (k + 1)) :
    (walkCount k N a b : ℝ) = 2 / ((k : ℝ) + 2) * ∑ j ∈ Icc 1 (k + 1),
      Real.sin (((a.val : ℝ) + 1) * angle k j) * Real.sin (((b.val : ℝ) + 1) * angle k j)
        * (2 * Real.cos (angle k j)) ^ N := by
  rw [walkCount_eq_pow]
  induction N generalizing b with
  | zero =>
    simp only [pow_zero, mul_one, Matrix.one_apply]
    rw [orthogonality k a.val b.val (by omega) (by omega)]
    simp [Fin.ext_iff]
  | succ N ih =>
    have node : ∀ j : ℕ, Real.sin (((k : ℝ) + 2) * angle k j) = 0 := by
      intro j
      have hk : (k : ℝ) + 2 ≠ 0 := by positivity
      rw [show ((k : ℝ) + 2) * angle k j = (j : ℝ) * Real.pi by
        rw [angle, mul_div_cancel₀ _ hk, mul_comm], Real.sin_nat_mul_pi]
    rw [pow_succ, Matrix.mul_apply, Finset.sum_congr rfl (fun c _ => by rw [ih c])]
    -- one more step multiplies each standing wave by its eigenvalue
    calc _ = 2 / ((k : ℝ) + 2) * ∑ j ∈ Icc 1 (k + 1),
          (Real.sin (((a.val : ℝ) + 1) * angle k j) * (2 * Real.cos (angle k j)) ^ N)
          * ∑ c : Fin (k + 1),
            Real.sin (((c.val : ℝ) + 1) * angle k j) * (chain k).adjMatrix ℝ c b := by
          simp only [Finset.mul_sum, Finset.sum_mul]
          rw [Finset.sum_comm]
          exact Finset.sum_congr rfl fun j _ => Finset.sum_congr rfl fun c _ => by ring
      _ = _ := by
          congr 1
          refine Finset.sum_congr rfl fun j _ => ?_
          rw [standing_wave k b _ (node j)]
          ring
```

Multiplying the formula by $(-i\tau)^N/N!$ and summing over $N$ gives, by (a), the propagator of the hopping particle:
$$(e^{-i\tau A})_{ab}=\frac{2}{k+2}\sum_{j=1}^{k+1}\sin((a+1)t_j)\sin((b+1)t_j)\,e^{-2i\tau\cos t_j},$$
with $\tau$ a dimensionless time. This formula is a remark and is not in the Lean file.

**(f)** For $0\le m\le k$, show that

$$W_N(0,m)=\frac{2}{k+2}\sum_{j=1}^{k+1}\sin(t_j)\sin((m+1)t_j)\,(2\cos t_j)^N.$$

*Solution.* Set $a=0$ and $b=m$ in (e).

```lean
/-- The number of `N`-step walks from `0` to `m` inside `{0, ..., k}`. -/
theorem walkCount_from_zero (k N m : ℕ) (hm : m ≤ k) :
    (walkCount k N 0 ⟨m, Nat.lt_succ_of_le hm⟩ : ℝ) = 2 / ((k : ℝ) + 2) *
      ∑ j ∈ Icc 1 (k + 1), Real.sin (angle k j) * Real.sin (((m : ℝ) + 1) * angle k j)
        * (2 * Real.cos (angle k j)) ^ N := by
  rw [walkCount_eq_sum]
  simp
```

**(g)** For any real-valued $f$ on the natural numbers, show that

$$\sum_{j=1}^{n}f(j)=\sum_{j=0}^{n-1}f(j+1).$$

*Solution.* Both sides are 0 for $n=0$, and raising $n$ by one adds $f(n+1)$ to each.

```lean
/-- A sum over `1, ..., n` written as a sum over `0, ..., n-1`. -/
theorem sum_Icc_shift (f : ℕ → ℝ) (n : ℕ) :
    ∑ j ∈ Icc 1 n, f j = ∑ j ∈ range n, f (j + 1) := by
  induction n with
  | zero => simp
  | succ n ih => rw [Finset.sum_Icc_succ_top (by omega), ih, Finset.sum_range_succ]
```

**(h)** Show that $S_{0l}\ne0$ for $0\le l\le k$, and that

$$W_N(a,b)=\sum_{l=0}^{k}S_{al}S_{bl}\left(\frac{S_{1l}}{S_{0l}}\right)^N.$$

*Solution.* Since $0<t_{l+1}<\pi$, the sine in $S_{0l}$ is positive. The ratio is
$$\frac{S_{1l}}{S_{0l}}=\frac{\sin 2t_{l+1}}{\sin t_{l+1}}=2\cos t_{l+1},$$
and the two square roots in $S_{al}S_{bl}$ multiply to $2/(k+2)$. With $j=l+1$, by (g), this is (e). In the proof, `hq` is the ratio and `hr` the product of the roots.

```lean
/-- Verlinde form of the walk count: the sum over `l = 0, ..., k` of
`S_{al} S_{bl} (S_{1l}/S_{0l})^N`, in which every `S_{0l}` is nonzero. -/
theorem walkCount_verlinde (k N : ℕ) (a b : Fin (k + 1)) :
    (∀ l ∈ range (k + 1), modularS k 0 l ≠ 0) ∧
    (walkCount k N a b : ℝ) = ∑ l ∈ range (k + 1),
      modularS k a.val l * modularS k b.val l * (modularS k 1 l / modularS k 0 l) ^ N := by
  have hk : (0 : ℝ) < (k : ℝ) + 2 := by positivity
  have hpi := Real.pi_pos
  have hS : ∀ l ∈ range (k + 1), modularS k 0 l ≠ 0 := by
    intro l hl
    have hl' : ((l + 1 : ℕ) : ℝ) < (k : ℝ) + 2 := by
      have := Finset.mem_range.mp hl
      exact_mod_cast (by omega : l + 1 < k + 2)
    have hsin : 0 < Real.sin (angle k (l + 1)) := by
      apply Real.sin_pos_of_pos_of_lt_pi
      · unfold angle
        positivity
      · rw [angle, div_lt_iff₀ hk]
        exact mul_lt_mul_of_pos_left hl' hpi
    have hr : 0 < √(2 / ((k : ℝ) + 2)) := Real.sqrt_pos.mpr (by positivity)
    rw [modularS, Nat.cast_zero, zero_add, one_mul]
    exact (mul_pos hr hsin).ne'
  refine ⟨hS, ?_⟩
  rw [walkCount_eq_sum, sum_Icc_shift, Finset.mul_sum]
  refine Finset.sum_congr rfl fun l hl => ?_
  -- the ratio of the first two rows is the hopping eigenvalue
  have hq : modularS k 1 l / modularS k 0 l = 2 * Real.cos (angle k (l + 1)) := by
    rw [div_eq_iff (hS l hl), modularS, modularS, Nat.cast_one, Nat.cast_zero, zero_add,
      one_mul, show (1 : ℝ) + 1 = 2 by norm_num, Real.sin_two_mul]
    ring
  have hr : √(2 / ((k : ℝ) + 2)) * √(2 / ((k : ℝ) + 2)) = 2 / ((k : ℝ) + 2) :=
    Real.mul_self_sqrt (by positivity)
  rw [hq, modularS, modularS]
  linear_combination (-(Real.sin (((a.val : ℝ) + 1) * angle k (l + 1))
    * Real.sin (((b.val : ℝ) + 1) * angle k (l + 1))
    * (2 * Real.cos (angle k (l + 1))) ^ N)) * hr
```

This has the shape of Verlinde's formula for repeated fusion with spin ½. What is proved is an identity for walks, with no statement about fusion rules in general.

**(i)** On three sites, $k=2$, show that for every $n\ge0$

$$W_{2n+2}(0,0)=2^n.$$

*Solution.* The angles are $\pi/4,\pi/2,3\pi/4$, with squared sines $\tfrac12,1,\tfrac12$ and eigenvalues $\sqrt2,0,-\sqrt2$. The middle term vanishes because the exponent is positive, so (f) gives
$$\tfrac24\left(\tfrac12\cdot2^{n+1}+\tfrac12\cdot2^{n+1}\right)=2^n.$$
The proof evaluates the three terms over the reals and then returns to natural numbers.

```lean
/-- On the three sites `{0, 1, 2}` there are `2^n` closed walks of `2n+2` steps from `0`. -/
theorem walkCount_three_sites (n : ℕ) : walkCount 2 (2 * n + 2) 0 0 = 2 ^ n := by
  have h := walkCount_from_zero 2 (2 * n + 2) 0 (by omega)
  have a1 : angle 2 1 = Real.pi / 4 := by
    unfold angle
    push_cast
    ring
  have a2 : angle 2 2 = Real.pi / 2 := by
    unfold angle
    push_cast
    ring
  have a3 : angle 2 3 = Real.pi - Real.pi / 4 := by
    unfold angle
    push_cast
    ring
  have hs : √(2 : ℝ) * √2 = 2 := Real.mul_self_sqrt (by norm_num)
  have e1 : (2 * (√(2 : ℝ) / 2)) ^ (2 * n + 2) = 2 * 2 ^ n := by
    rw [show 2 * (√(2 : ℝ) / 2) = √2 by ring, show 2 * n + 2 = 2 * (n + 1) by ring, pow_mul,
      Real.sq_sqrt (by norm_num)]
    ring
  have e3 : (2 * -(√(2 : ℝ) / 2)) ^ (2 * n + 2) = 2 * 2 ^ n := by
    rw [show 2 * -(√(2 : ℝ) / 2) = -√2 by ring, show 2 * n + 2 = 2 * (n + 1) by ring, pow_mul,
      neg_sq, Real.sq_sqrt (by norm_num)]
    ring
  have e2 : (2 * (0 : ℝ)) ^ (2 * n + 2) = 0 := by
    rw [mul_zero]
    exact zero_pow (by omega)
  have hsum : ∀ f : ℕ → ℝ, ∑ j ∈ Icc 1 (2 + 1), f j = f 1 + f 2 + f 3 := by
    intro f
    rw [sum_Icc_shift]
    simp [Finset.sum_range_succ]
  rw [hsum, a1, a2, a3, Real.sin_pi_sub, Real.cos_pi_sub, Real.sin_pi_div_four,
    Real.cos_pi_div_four, Real.cos_pi_div_two, e1, e2, e3] at h
  simp only [Nat.cast_zero, zero_add, one_mul, Real.sin_pi_sub, Real.sin_pi_div_four,
    mul_zero, add_zero, Nat.cast_ofNat] at h
  have h' : (walkCount 2 (2 * n + 2) 0 0 : ℝ) = 2 ^ n := by
    refine Eq.trans h ?_
    linear_combination ((2 : ℝ) ^ n / 2) * hs
  exact_mod_cast h'

end

end RestrictedWalkVerlinde
```

```lean
#print axioms RestrictedWalkVerlinde.walkCount_eq_sum
#print axioms RestrictedWalkVerlinde.walkCount_verlinde
#print axioms RestrictedWalkVerlinde.walkCount_three_sites
```

```
'RestrictedWalkVerlinde.walkCount_eq_sum' depends on axioms: [propext, Classical.choice, Quot.sound]
'RestrictedWalkVerlinde.walkCount_verlinde' depends on axioms: [propext, Classical.choice, Quot.sound]
'RestrictedWalkVerlinde.walkCount_three_sites' depends on axioms: [propext, Classical.choice, Quot.sound]
```
